# Two bright lines and a known dipole vector leave exactly two double-pole matrices

Two nearby electronic transitions mix, and the spectrum for one polarisation direction shows two lines whose positions and relative strengths can be read off. If the dipoles of the unmixed transitions are known, how much of the $2\times2$ matrix that couples them can be recovered?

```lean
import Mathlib

open Matrix

namespace DoublePoleInversion

noncomputable section

/-- The vector `d` of the plane turned by a right angle. -/
def perp (d : Fin 2 → ℝ) : Fin 2 → ℝ := ![-d 1, d 0]

/-- The symmetric matrix with eigenvalues `L1`, `L2` and eigenvector `v` for `L1`, for a unit vector
`v`. -/
def fromLower (L1 L2 : ℝ) (v : Fin 2 → ℝ) : Matrix (Fin 2) (Fin 2) ℝ :=
  L2 • (1 : Matrix (Fin 2) (Fin 2) ℝ) - (L2 - L1) • vecMulVec v v

/-- The vector with components `√f` along `d` and `σ √(1 - f)` along its perpendicular,
for `0 ≤ f ≤ 1`. -/
def lowerVec (d : Fin 2 → ℝ) (f σ : ℝ) : Fin 2 → ℝ :=
  Real.sqrt f • d + (σ * Real.sqrt (1 - f)) • perp d

/-- The symmetric matrix `A` has eigenvalues `L1` and `L2`, and a unit eigenvector for `L1`
has squared overlap `f` with the dipole direction `d`. -/
def Reproduces (d : Fin 2 → ℝ) (L1 L2 f : ℝ) (A : Matrix (Fin 2) (Fin 2) ℝ) : Prop :=
  A.IsSymm ∧ (∃ v, v ⬝ᵥ v = 1 ∧ A *ᵥ v = L1 • v ∧ (d ⬝ᵥ v) ^ 2 = f) ∧
    ∃ w, w ⬝ᵥ w = 1 ∧ A *ᵥ w = L2 • w

/-- The reflection of the plane across the line of a unit vector `d`. -/
def reflection (d : Fin 2 → ℝ) : Matrix (Fin 2) (Fin 2) ℝ :=
  (2 : ℝ) • vecMulVec d d - 1

/-- A symmetric matrix with two distinct eigenvalues is fixed by them and by the
lower unit eigenvector. -/
theorem spectral_form {L1 L2 : ℝ} (hL : L1 < L2) {A : Matrix (Fin 2) (Fin 2) ℝ}
    (hA : A.IsSymm) {v w : Fin 2 → ℝ} (hv : v ⬝ᵥ v = 1) (hAv : A *ᵥ v = L1 • v)
    (hw : w ⬝ᵥ w = 1) (hAw : A *ᵥ w = L2 • w) : A = fromLower L1 L2 v := by
  have hs : A 1 0 = A 0 1 := hA.apply 0 1
  have e0 := congrFun hAv 0
  have e1 := congrFun hAv 1
  have g0 := congrFun hAw 0
  have g1 := congrFun hAw 1
  simp only [Matrix.mulVec, dotProduct, Fin.sum_univ_two, Pi.smul_apply, smul_eq_mul]
    at e0 e1 g0 g1 hv hw
  -- eigenvectors of different eigenvalues are orthogonal
  have ho : v 0 * w 0 + v 1 * w 1 = 0 := by
    have h : (L2 - L1) * (v 0 * w 0 + v 1 * w 1) = 0 := by
      linear_combination -(v 0 * g0 + v 1 * g1 - w 0 * e0 - w 1 * e1)
        + (v 1 * w 0 - v 0 * w 1) * hs
    exact (mul_eq_zero.mp h).resolve_left (sub_pos.mpr hL).ne'
  -- in the plane the upper eigenvector is a multiple of the turned lower one
  obtain ⟨k, hw0, hw1⟩ : ∃ k, w 0 = -k * v 1 ∧ w 1 = k * v 0 :=
    ⟨v 0 * w 1 - v 1 * w 0, by linear_combination -w 0 * hv + v 0 * ho,
      by linear_combination -w 1 * hv + v 1 * ho⟩
  have hk : k ≠ 0 := by
    rintro rfl
    simp [hw0, hw1] at hw
  rw [hw0, hw1] at g0 g1
  have u0 : -A 0 0 * v 1 + A 0 1 * v 0 = -L2 * v 1 :=
    mul_left_cancel₀ hk (by linear_combination g0)
  have u1 : -A 1 0 * v 1 + A 1 1 * v 0 = L2 * v 0 :=
    mul_left_cancel₀ hk (by linear_combination g1)
  unfold fromLower
  ext i j
  fin_cases i <;> fin_cases j <;> simp [vecMulVec_apply]
  · linear_combination v 0 * e0 - v 1 * u0 + (L2 - A 0 0) * hv
  · linear_combination v 1 * e0 + v 0 * u0 - A 0 1 * hv
  · linear_combination v 0 * e1 - v 1 * u1 - A 1 0 * hv
  · linear_combination v 1 * e1 + v 0 * u1 + (L2 - A 1 1) * hv

/-- For every unit vector `v`, the matrix built from `v` has eigenvalues `L1` and `L2`, and a unit
eigenvector for `L1` has the same squared overlap with `d` as `v`. -/
theorem fromLower_reproduces (d : Fin 2 → ℝ) (L1 L2 : ℝ) {v : Fin 2 → ℝ}
    (hv : v ⬝ᵥ v = 1) : Reproduces d L1 L2 ((d ⬝ᵥ v) ^ 2) (fromLower L1 L2 v) := by
  have hv' := hv
  simp only [dotProduct, Fin.sum_univ_two] at hv'
  unfold fromLower
  refine ⟨?_, ⟨v, hv, ?_, rfl⟩, perp v, ?_, ?_⟩
  · ext i j
    fin_cases i <;> fin_cases j <;> simp [vecMulVec_apply, mul_comm]
  · ext i
    fin_cases i <;> simp [Matrix.mulVec, dotProduct, Fin.sum_univ_two, vecMulVec_apply]
    · linear_combination -(L2 - L1) * v 0 * hv'
    · linear_combination -(L2 - L1) * v 1 * hv'
  · simp only [dotProduct, Fin.sum_univ_two, show perp v 0 = -v 1 from rfl,
      show perp v 1 = v 0 from rfl]
    linear_combination hv'
  · ext i
    fin_cases i <;>
      simp [Matrix.mulVec, dotProduct, Fin.sum_univ_two, vecMulVec_apply, perp] <;> ring

/-- A matrix reproduces the data exactly when it is one of two explicit candidates. -/
theorem reproduces_iff {d : Fin 2 → ℝ} (hd : d ⬝ᵥ d = 1) {L1 L2 f : ℝ} (hL : L1 < L2)
    (hf0 : 0 ≤ f) (hf1 : f ≤ 1) (A : Matrix (Fin 2) (Fin 2) ℝ) :
    Reproduces d L1 L2 f A ↔
      A = fromLower L1 L2 (lowerVec d f 1) ∨ A = fromLower L1 L2 (lowerVec d f (-1)) := by
  have hc : Real.sqrt f ^ 2 = f := Real.sq_sqrt hf0
  have hs : Real.sqrt (1 - f) ^ 2 = 1 - f := Real.sq_sqrt (sub_nonneg.mpr hf1)
  have p0 : perp d 0 = -d 1 := rfl
  have p1 : perp d 1 = d 0 := rfl
  simp only [dotProduct, Fin.sum_univ_two] at hd
  constructor
  · rintro ⟨hA, ⟨v, hv, hAv, hf⟩, w, hw, hAw⟩
    rw [spectral_form hL hA hv hAv hw hAw]
    simp only [dotProduct, Fin.sum_univ_two] at hv
    -- components of the lower eigenvector along d and its perpendicular
    have hdec : ∀ i, v i = (d ⬝ᵥ v) * d i + (perp d ⬝ᵥ v) * perp d i := by
      rw [Fin.forall_fin_two]
      simp only [dotProduct, Fin.sum_univ_two, p0, p1]
      constructor
      · linear_combination -v 0 * hd
      · linear_combination -v 1 * hd
    have hcs : (d ⬝ᵥ v) ^ 2 + (perp d ⬝ᵥ v) ^ 2 = 1 := by
      simp only [dotProduct, Fin.sum_univ_two, p0, p1]
      linear_combination (v 0 ^ 2 + v 1 ^ 2) * hd + hv
    -- the data fix both components up to sign
    rcases eq_or_eq_neg_of_sq_eq_sq _ _ (hf.trans hc.symm) with h1 | h1 <;>
      rcases eq_or_eq_neg_of_sq_eq_sq (perp d ⬝ᵥ v) (Real.sqrt (1 - f))
        (by linarith) with h2 | h2
    on_goal 1 => left
    on_goal 2 => right
    on_goal 3 => right
    on_goal 4 => left
    all_goals
      ext i j
      simp only [fromLower, lowerVec, Matrix.sub_apply, Matrix.smul_apply, vecMulVec_apply,
        Pi.add_apply, Pi.smul_apply, smul_eq_mul, hdec i, hdec j, h1, h2]
      ring
  · have hrep : ∀ σ : ℝ, σ ^ 2 = 1 →
        Reproduces d L1 L2 f (fromLower L1 L2 (lowerVec d f σ)) := by
      intro σ hσ
      have hv : lowerVec d f σ ⬝ᵥ lowerVec d f σ = 1 := by
        simp only [lowerVec, dotProduct, Fin.sum_univ_two, Pi.add_apply, Pi.smul_apply,
          smul_eq_mul, p0, p1]
        linear_combination (Real.sqrt f ^ 2 + (σ * Real.sqrt (1 - f)) ^ 2) * hd + hc
          + σ ^ 2 * hs + (1 - f) * hσ
      have hdv : d ⬝ᵥ lowerVec d f σ = Real.sqrt f := by
        simp only [lowerVec, dotProduct, Fin.sum_univ_two, Pi.add_apply, Pi.smul_apply,
          smul_eq_mul, p0, p1]
        linear_combination Real.sqrt f * hd
      have key := fromLower_reproduces d L1 L2 hv
      rwa [hdv, hc] at key
    rintro (rfl | rfl)
    · exact hrep 1 (by norm_num)
    · exact hrep (-1) (by norm_num)

/-- Reflection across `d` carries one candidate into the other. -/
theorem reflection_candidate {d : Fin 2 → ℝ} (hd : d ⬝ᵥ d = 1) (L1 L2 f : ℝ) :
    reflection d * fromLower L1 L2 (lowerVec d f 1) * reflection d
      = fromLower L1 L2 (lowerVec d f (-1)) := by
  have p0 : perp d 0 = -d 1 := rfl
  have p1 : perp d 1 = d 0 := rfl
  simp only [dotProduct, Fin.sum_univ_two] at hd
  have hR : reflection d = !![d 0 ^ 2 - d 1 ^ 2, 2 * (d 0 * d 1);
      2 * (d 1 * d 0), d 1 ^ 2 - d 0 ^ 2] := by
    ext i j
    fin_cases i <;> fin_cases j <;> simp [reflection, vecMulVec_apply]
    · linear_combination hd
    · linear_combination hd
  have hRR : reflection d * reflection d = 1 := by
    rw [hR]
    ext i j
    fin_cases i <;> fin_cases j <;> simp [Matrix.mul_apply, Fin.sum_univ_two]
    · linear_combination (d 0 ^ 2 + d 1 ^ 2 + 1) * hd
    · ring
    · ring
    · linear_combination (d 0 ^ 2 + d 1 ^ 2 + 1) * hd
  have hc : reflection d * fromLower L1 L2 (lowerVec d f 1)
      = fromLower L1 L2 (lowerVec d f (-1)) * reflection d := by
    rw [hR]
    ext i j
    fin_cases i <;> fin_cases j <;>
      simp [fromLower, lowerVec, vecMulVec_apply, Matrix.mul_apply, Fin.sum_univ_two,
        p0, p1] <;> ring
  rw [hc, Matrix.mul_assoc, hRR, Matrix.mul_one]

/-- For `0 < f < 1` exactly two matrices reproduce the data, and reflection across the
dipole direction carries one into the other. -/
theorem double_pole_inversion {d : Fin 2 → ℝ} (hd : d ⬝ᵥ d = 1) {L1 L2 f : ℝ}
    (hL : L1 < L2) (hf0 : 0 < f) (hf1 : f < 1) :
    ∃ A B, A ≠ B ∧ {M | Reproduces d L1 L2 f M} = {A, B} ∧
      reflection d * A * reflection d = B := by
  refine ⟨fromLower L1 L2 (lowerVec d f 1), fromLower L1 L2 (lowerVec d f (-1)), ?_,
    Set.ext (reproduces_iff hd hL hf0.le hf1.le), reflection_candidate hd L1 L2 f⟩
  intro h
  have e0 := congrFun (congrFun h 0) 0
  have e1 := congrFun (congrFun h 0) 1
  simp only [dotProduct, Fin.sum_univ_two] at hd
  simp only [fromLower, lowerVec, Matrix.sub_apply, Matrix.smul_apply, vecMulVec_apply,
    Pi.add_apply, Pi.smul_apply, smul_eq_mul, show perp d 0 = -d 1 from rfl,
    show perp d 1 = d 0 from rfl] at e0 e1
  -- equal candidates would have no coupling between d and its perpendicular
  have hK : (L2 - L1) * (Real.sqrt f * Real.sqrt (1 - f)) = 0 := by
    linear_combination d 0 * d 1 * e0 - (d 0 ^ 2 - d 1 ^ 2) / 2 * e1
      - (L2 - L1) * (Real.sqrt f * Real.sqrt (1 - f)) * (d 0 ^ 2 + d 1 ^ 2 + 1) * hd
  exact (mul_pos (sub_pos.mpr hL) (mul_pos (Real.sqrt_pos.mpr hf0)
    (Real.sqrt_pos.mpr (sub_pos.mpr hf1)))).ne' hK

/-- For `f = 0` and for `f = 1` a single matrix reproduces the data; its lower eigenvector
is perpendicular to `d` in the first case and along `d` in the second. -/
theorem endpoint_inversion {d : Fin 2 → ℝ} (hd : d ⬝ᵥ d = 1) {L1 L2 : ℝ} (hL : L1 < L2)
    (A : Matrix (Fin 2) (Fin 2) ℝ) :
    (Reproduces d L1 L2 0 A ↔ A = fromLower L1 L2 (perp d)) ∧
    (Reproduces d L1 L2 1 A ↔ A = fromLower L1 L2 d) := by
  have hneg : fromLower L1 L2 (-perp d) = fromLower L1 L2 (perp d) := by
    ext i j
    simp [fromLower, vecMulVec_apply]
  constructor
  · rw [reproduces_iff hd hL le_rfl zero_le_one]
    simp [lowerVec, hneg]
  · rw [reproduces_iff hd hL zero_le_one le_rfl]
    simp [lowerVec]

end

end DoublePoleInversion
```

```lean
#print axioms DoublePoleInversion.double_pole_inversion
-- 'DoublePoleInversion.double_pole_inversion' depends on axioms: [propext, Classical.choice, Quot.sound]
#print axioms DoublePoleInversion.endpoint_inversion
-- 'DoublePoleInversion.endpoint_inversion' depends on axioms: [propext, Classical.choice, Quot.sound]
```

## The spectrum as data for a matrix

In the double-pole approximation of time-dependent density functional theory, all but two transitions are dropped; here the kernel is also taken as independent of frequency. With real orbitals, what remains is a real symmetric matrix $A$, indexed by the two transitions $0$ and $1$. In Casida's form its eigenvalues $L_1<L_2$ are squared excitation frequencies; in the Tamm–Dancoff form they are the frequencies themselves.

The vector $d=(d_0,d_1)$ lives in the space of the two transitions, not in ordinary space. In Casida's form, $d_q$ is proportional to $\sqrt{\omega_q}\,\mu_q$, where $\omega_q$ is the bare frequency and $\mu_q$ the transition dipole along one polarisation direction. In the Tamm–Dancoff form, $d_q$ is proportional to $\mu_q$. In both cases $d$ is scaled to unit length.

If $v$ is the unit eigenvector for $L_1$, the lower line carries the fraction $f=(d\cdot v)^2$ of the total intensity, and the upper line carries $1-f$. Intensity here means oscillator strength in Casida's form and squared transition dipole in the Tamm–Dancoff form.

The predicate `Reproduces d L1 L2 f A` collects these data. It says that $A$ is symmetric, that some unit vector $v$ satisfies $Av=L_1v$ and $(d\cdot v)^2=f$, and that some unit vector $w$ satisfies $Aw=L_2w$. Since $L_1<L_2$, each eigenvector is fixed up to sign, so the choice of $v$ does not affect $f$.

## What the theorems say

The theorem `double_pole_inversion` assumes $d\cdot d=1$, $L_1<L_2$ and $0<f<1$. It states that there are two different matrices $A$ and $B$ such that the set of all matrices reproducing the data is $\{A,B\}$, and that $RAR=B$. Here $R=2dd^{\mathsf T}-1$, called `reflection d` in the file, is the reflection across the line of $d$.

The explicit forms are in `reproduces_iff`, which also admits $f=0$ and $f=1$. Write $d^\perp=(-d_1,d_0)$ for `perp d`. The candidates are

$$A_\sigma=L_2\,1-(L_2-L_1)\,v_\sigma v_\sigma^{\mathsf T},\qquad v_\sigma=\sqrt f\,d+\sigma\sqrt{1-f}\,d^\perp,\qquad \sigma=\pm1 .$$

In Lean, `fromLower` builds the matrix from its lower eigenvector, and `lowerVec` builds $v_\sigma$.

At the ends of the range, `endpoint_inversion` leaves one matrix. For $f=0$ the lower line is dark and its eigenvector is $d^\perp$; for $f=1$ the upper line is dark and the lower eigenvector is $d$.

The theorems treat exact data and a known $d$. They cover neither more than two transitions, nor a frequency-dependent kernel, nor intensities averaged over polarisations when the two transition dipoles are not parallel. They don't require $L_1>0$, which stable excitations in Casida's form would add.

## From the lower eigenvector to the matrix

Let $v$ and $w$ be the unit eigenvectors for $L_1$ and $L_2$. By symmetry,

$$(L_2-L_1)\,v\cdot w=v\cdot Aw-w\cdot Av=0,$$

so $v\cdot w=0$. In a plane this means $w=k\,v^\perp$ with $k\neq0$, and hence $Av^\perp=L_2v^\perp$. Since $vv^{\mathsf T}+v^\perp v^{\perp\mathsf T}=1$,

$$A=L_1vv^{\mathsf T}+L_2v^\perp v^{\perp\mathsf T}=L_2\,1-(L_2-L_1)vv^{\mathsf T}.$$

This is `spectral_form`. The proof writes the eigenvalue equations in components, obtains orthogonality as `ho`, cancels $k$ to get `u0` and `u1`, and checks the four entries of $A$ with `linear_combination`.

Conversely, for any unit vector $v$ the matrix on the right is symmetric. It sends $v$ to $L_2v-(L_2-L_1)v=L_1v$ and $v^\perp$ to $L_2v^\perp$. The lemma `fromLower_reproduces` records this, with `perp v` as the upper eigenvector.

## The sign that the intensities leave open

Expand the lower eigenvector as $v=c\,d+s\,d^\perp$, with $c=d\cdot v$ and $s=d^\perp\cdot v$. The intensity gives $c^2=f$, and normalisation gives $s^2=1-f$. In the frame of $d$ and $d^\perp$ the matrix elements are

$$\begin{aligned}
d\cdot Ad&=fL_1+(1-f)L_2,\\
d^\perp\cdot Ad^\perp&=(1-f)L_1+fL_2,\\
d\cdot Ad^\perp&=-(L_2-L_1)\,cs .
\end{aligned}$$

The first two are fixed by the data. The third, the coupling, has the fixed magnitude $(L_2-L_1)\sqrt{f(1-f)}$ and a free sign.

There are four choices of sign for $c$ and $s$, but $v$ and $-v$ give the same $vv^{\mathsf T}$, so two matrices remain. The forward half of `reproduces_iff` follows this argument: `hdec` is the expansion, `hcs` is the normalisation, and the two `rcases` produce the four sign cases, which are then assigned to the two candidates. The other half checks that $v_\sigma$ has unit length and that $d\cdot v_\sigma=\sqrt f$, and then applies `fromLower_reproduces`.

If the candidates were equal, their couplings would be equal as well, which would force $(L_2-L_1)\sqrt{f(1-f)}=0$. For $0<f<1$ this product is positive, so they differ. The proof of `double_pole_inversion` extracts the same contradiction from the entries $00$ and $01$ of the supposed equality, combined so that $(d_0^2+d_1^2)^2=1$ appears as a factor.

The reflection satisfies $Rd=d$ and $Rd^\perp=-d^\perp$, so $Rv_{+1}=v_{-1}$. Because $R$ is symmetric and $R^2=1$,

$$RA_{+1}R=L_2\,1-(L_2-L_1)(Rv_{+1})(Rv_{+1})^{\mathsf T}=A_{-1}.$$

In `reflection_candidate` the same identity is reached by components: `hRR` is $R^2=1$, `hc` is $RA_{+1}=A_{-1}R$, and multiplying by $R$ on the right finishes the proof.

At $f=0$ the candidate vectors are $\pm d^\perp$, and at $f=1$ both are $d$. The coupling vanishes and the candidates coincide, which is how `endpoint_inversion` follows from `reproduces_iff`.

## Two uncoupled transitions of equal intensity

Take $d=(1,1)/\sqrt2$, $L_1=1$, $L_2=2$ and $f=\tfrac12$. Then $v_{+1}=(0,1)$ and $v_{-1}=(1,0)$, and the candidates are

$$A_{+1}=\begin{pmatrix}2&0\\0&1\end{pmatrix},\qquad A_{-1}=\begin{pmatrix}1&0\\0&2\end{pmatrix}.$$

Both describe transitions that do not mix. They are equally bright, so the spectrum does not show which of them lies lower. The coupling between $d$ and $d^\perp$ is nonzero here although the coupling between transitions $0$ and $1$ is zero: the two refer to different frames.

If instead $d=(1,0)$, so that transition $1$ is dark before mixing, the candidates differ only in the sign of the off-diagonal element. Changing the sign of the dark basis state removes that difference.

## Extracting kernel elements from a spectrum

In a calculation, one forms $v_{+1}$ and $v_{-1}$ from $f$ and $d$, and then the two matrices. In Casida's form, subtracting the squared bare frequencies from the diagonal and dividing each entry by $\sqrt{\omega_q\omega_{q'}}$, with the numerical factor of the chosen convention, gives two sets of matrix elements of the full kernel, Hartree part included. Within this two-transition model with a frequency-independent kernel, line positions and relative strengths for one polarisation direction therefore do not select one set when both lines are bright. If $d_0$ and $d_1$ are both nonzero, the candidates have different diagonal elements, and independent knowledge of one of these can decide between them.

Near a dark line the inversion is sensitive to errors in the intensity. If the true fraction is $0$ and the measured one is a small $\delta>0$, the inferred coupling between $d$ and $d^\perp$ has magnitude close to $(L_2-L_1)\sqrt\delta$, which is much larger than $(L_2-L_1)\,\delta$.
